# A nonzero two-index Obara–Saika table admits horizontal transfer exactly when its three couplings are equal

Two Gaussian basis functions with exponents $\alpha,\beta$ sit at centres $A$ and $B$ on a line. The product of their exponential factors is a constant times a single Gaussian with exponent $p=\alpha+\beta$, centred at $P=(\alpha A+\beta B)/p$. Up to one constant factor, the same for all $i,j$, the overlaps of the unnormalised functions $(x-A)^ie^{-\alpha(x-A)^2}$ and $(x-B)^je^{-\beta(x-B)^2}$ are

$$S(i,j)=\int (x-A)^i(x-B)^j\,e^{-p(x-P)^2}\,dx .$$

Two kinds of recurrence generate this table. The integral of the derivative of the integrand vanishes, and writing $x-A=(x-P)+(P-A)$ then gives the vertical recurrence of Obara and Saika

$$S(i+1,j)=(P-A)\,S(i,j)+\tfrac1{2p}\big(i\,S(i-1,j)+j\,S(i,j-1)\big),$$

with a similar formula for raising $j$. The horizontal rule only uses $x-B=(x-A)+(A-B)$, so that $S(i,j+1)=S(i+1,j)+(A-B)\,S(i,j)$.

The vertical recurrences also describe other Gaussian data. If $x$ and $y$ are jointly Gaussian with means $a,b$, variances $u,w$ and covariance $v$, their moments $S(i,j)=\langle x^iy^j\rangle$ satisfy

$$S(i+1,j)=a\,S(i,j)+u\,i\,S(i-1,j)+v\,j\,S(i,j-1),$$
$$S(i,j+1)=b\,S(i,j)+v\,i\,S(i-1,j)+w\,j\,S(i,j-1).$$

The overlap table, divided by $S(0,0)$, is the case in which both variables are the same electron coordinate, measured from $A$ and from $B$. Then $a=P-A$, $b=P-B$, and every coupling is $1/(2p)$. Which of the more general tables still allow horizontal transfer?

## The two recurrences as conditions on a table

```lean
import Mathlib

namespace ObaraSaikaTransfer

noncomputable section
```

`IsVertical a b u v w S` says that the real table `S` obeys both vertical recurrences for all natural $i,j$. The centre shifts and couplings may be any real numbers, including values that no Gaussian has. In Lean `0 - 1` is `0` for natural numbers, but a lowered entry always carries its index as a factor, so the term vanishes at the edge, as it should. The two recurrences share one cross coupling $v$ because $S(1,1)$ can be reached from $S(0,0)$ in either order, and for $S(0,0)\neq0$ both routes must agree.

```lean
/-- The two vertical recurrences for a table `S i j` of real numbers, with centre shifts `a`, `b`
and couplings `u`, `v`, `w`. Terms with a lowered index carry that index as a factor, so they vanish
at the edge of the table. -/
structure IsVertical (a b u v w : ℝ) (S : ℕ → ℕ → ℝ) : Prop where
  raise_left : ∀ i j : ℕ,
    S (i + 1) j = a * S i j + u * i * S (i - 1) j + v * j * S i (j - 1)
  raise_right : ∀ i j : ℕ,
    S i (j + 1) = b * S i j + v * i * S (i - 1) j + w * j * S i (j - 1)
```

`Transfers t S` is the horizontal rule with a constant $t$ that is left open.

```lean
/-- The horizontal transfer rule with constant `t`: one unit of angular momentum is moved
from the first index to the second. -/
def Transfers (t : ℝ) (S : ℕ → ℕ → ℝ) : Prop :=
  ∀ i j : ℕ, S i (j + 1) = S (i + 1) j + t * S i j
```

Both are conditions on a table of numbers. The integral above motivates them but does not enter the file, which treats one Cartesian direction and has no auxiliary order of the kind that appears in the Obara–Saika recurrences for Coulomb integrals.

## (a) The error of one transfer step

Let $S$ obey both vertical recurrences. Show that transfer with constant $b-a$ misses by

$$S(i,j+1)-S(i+1,j)-(b-a)S(i,j)=(v-u)\,i\,S(i-1,j)+(w-v)\,j\,S(i,j-1).$$

**Solution.** Subtract the recurrence that raises $i$ from the one that raises $j$. The terms in $S(i,j)$ combine to $(b-a)S(i,j)$, those in $S(i-1,j)$ to $(v-u)\,i\,S(i-1,j)$, and those in $S(i,j-1)$ to $(w-v)\,j\,S(i,j-1)$. Moving the first of these to the left gives the formula. In the code, `linear_combination` performs this one subtraction.

```lean
/-- For a table obeying the vertical recurrences, the error of horizontal transfer with constant
`b - a` is a combination of two lowered entries, each weighted by the index that is lowered times a
difference of the couplings. -/
theorem transfer_defect {a b u v w : ℝ} {S : ℕ → ℕ → ℝ}
    (hS : IsVertical a b u v w S) (i j : ℕ) :
    S i (j + 1) - S (i + 1) j - (b - a) * S i j
      = (v - u) * i * S (i - 1) j + (w - v) * j * S i (j - 1) := by
  linear_combination hS.raise_right i j - hS.raise_left i j
```

## (b) Which tables transfer

Let $S$ obey both vertical recurrences, with $S(0,0)\neq0$. Show that for any real $t$

$$\big[S(i,j+1)=S(i+1,j)+t\,S(i,j)\ \text{for all } i,j\big]\iff t=b-a\ \text{and}\ u=v=w.$$

**Solution.** Suppose the table transfers. The vertical recurrences give $S(1,0)=a\,S(0,0)$ and $S(0,1)=b\,S(0,0)$. Transfer at $(0,0)$ therefore reads

$$b\,S(0,0)=a\,S(0,0)+t\,S(0,0),$$

and division by $S(0,0)$ gives $t=b-a$. The error in (a) must now vanish everywhere. At $(1,0)$ it is $(v-u)\,S(0,0)$, so $u=v$. At $(0,1)$ it is $(w-v)\,S(0,0)$, so $v=w$.

Conversely, if $t=b-a$ and the couplings are equal, both terms of the error are zero for every $i,j$.

For overlaps, $S(0,0)$ is the integral of a positive Gaussian, so it is nonzero. If it were zero, the vertical recurrences would make every entry zero, and the table would transfer with any $t$ and any couplings.

In the proof, `l`, `r` and `e` are the three relations at the lowest entry. The errors at $(1,0)$ and $(0,1)$ are `d1` and `d2`, and `e1` and `e2` are the transfer equations there. Each use of `mul_right_cancel₀ h0` is a division by $S(0,0)$. The last line is the converse, taken from the error formula.

```lean
/-- A table that obeys the vertical recurrences and has a nonzero `S 0 0` obeys horizontal
transfer with constant `t` exactly when `t = b - a` and the three couplings are equal. -/
theorem transfers_iff {a b u v w t : ℝ} {S : ℕ → ℕ → ℝ}
    (hS : IsVertical a b u v w S) (h0 : S 0 0 ≠ 0) :
    Transfers t S ↔ t = b - a ∧ u = v ∧ v = w := by
  constructor
  · intro h
    -- the lowest entry fixes the transfer constant
    have l : S 1 0 = a * S 0 0 + u * (0 : ℕ) * S 0 0 + v * (0 : ℕ) * S 0 0 :=
      hS.raise_left 0 0
    have r : S 0 1 = b * S 0 0 + v * (0 : ℕ) * S 0 0 + w * (0 : ℕ) * S 0 0 :=
      hS.raise_right 0 0
    have e : S 0 1 = S 1 0 + t * S 0 0 := h 0 0
    push_cast at l r
    have ht : t = b - a := by
      apply mul_right_cancel₀ h0
      linear_combination r - l - e
    subst ht
    -- the next two entries compare the couplings
    have d1 : S 1 1 - S 2 0 - (b - a) * S 1 0
        = (v - u) * (1 : ℕ) * S 0 0 + (w - v) * (0 : ℕ) * S 1 0 :=
      transfer_defect hS 1 0
    have d2 : S 0 2 - S 1 1 - (b - a) * S 0 1
        = (v - u) * (0 : ℕ) * S 0 1 + (w - v) * (1 : ℕ) * S 0 0 :=
      transfer_defect hS 0 1
    have e1 : S 1 1 = S 2 0 + (b - a) * S 1 0 := h 1 0
    have e2 : S 0 2 = S 1 1 + (b - a) * S 0 1 := h 0 1
    push_cast at d1 d2
    refine ⟨rfl, ?_, ?_⟩
    · apply mul_right_cancel₀ h0
      linear_combination d1 - e1
    · apply mul_right_cancel₀ h0
      linear_combination d2 - e2
  · rintro ⟨rfl, rfl, rfl⟩ i j
    linear_combination transfer_defect hS i j
```

## (c) One column and transfer determine the vertical recurrences

Suppose a table transfers with constant $b-a$, and its column $j=0$ obeys

$$S(i+1,0)=a\,S(i,0)+c\,i\,S(i-1,0).$$

Show that both vertical recurrences hold for all $i,j$ with every coupling equal to $c$:

$$S(i+1,j)=a\,S(i,j)+c\,i\,S(i-1,j)+c\,j\,S(i,j-1),$$
$$S(i,j+1)=b\,S(i,j)+c\,i\,S(i-1,j)+c\,j\,S(i,j-1).$$

**Solution.** Prove the first formula by induction on $j$, for all $i$ at once. The case $j=0$ is the assumption on the column. Write $d=b-a$ and suppose the formula holds for $j$. Transfer gives

$$S(i+1,j+1)=S(i+2,j)+d\,S(i+1,j).$$

Insert the induction hypothesis at $i+1$ in the first term and at $i$ in the second:

$$\begin{aligned}
S(i+1,j+1)={}&a\,[S(i+1,j)+d\,S(i,j)]\\
&+c\,i\,[S(i,j)+d\,S(i-1,j)]+c\,S(i,j)\\
&+c\,j\,[S(i+1,j-1)+d\,S(i,j-1)].
\end{aligned}$$

By transfer the three brackets are $S(i,j+1)$, $S(i-1,j+1)$ and $S(i,j)$. At $i=0$ or $j=0$ the bracket with a lowered index has prefactor zero, so nothing is needed from it. Collecting terms,

$$S(i+1,j+1)=a\,S(i,j+1)+c\,i\,S(i-1,j+1)+c\,(j+1)\,S(i,j),$$

which is the formula for $j+1$. The second recurrence follows by putting the first into $S(i,j+1)=S(i+1,j)+d\,S(i,j)$, since $a+d=b$.

In the code, `hL` is the first recurrence, and `h1` and `h2` are the last two brackets with their prefactors, split into edge and interior. For one-dimensional overlaps, and leaving rounding aside, this means that a program may run the vertical recurrence on one column only and fill the rest by transfer. To reach $S(i,j)$ it needs that column up to $S(i+j,0)$.

```lean
/-- If the vertical recurrence with centre shift `a` and coupling `c` holds on the column `j = 0`
and the rest of the table follows by horizontal transfer with constant `b - a`, then both vertical
recurrences hold in the whole table, with all couplings equal to `c`. -/
theorem vertical_of_transfer {a b c : ℝ} {S : ℕ → ℕ → ℝ}
    (hT : Transfers (b - a) S)
    (hcol : ∀ i : ℕ, S (i + 1) 0 = a * S i 0 + c * i * S (i - 1) 0) :
    IsVertical a b c c c S := by
  have hL : ∀ j i : ℕ,
      S (i + 1) j = a * S i j + c * i * S (i - 1) j + c * j * S i (j - 1) := by
    intro j
    induction j with
    | zero =>
      intro i
      rw [hcol i]
      simp
    | succ j ih =>
      intro i
      -- transfer applied to the lowered entries, whose prefactors cover the edge
      have h1 : (i : ℝ) * S (i - 1) (j + 1)
          = i * (S i j + (b - a) * S (i - 1) j) := by
        cases i with
        | zero => simp
        | succ i => rw [Nat.add_sub_cancel, hT i j]
      have h2 : (j : ℝ) * S i j
          = j * (S (i + 1) (j - 1) + (b - a) * S i (j - 1)) := by
        cases j with
        | zero => simp
        | succ j => rw [Nat.add_sub_cancel, hT i j]
      have e1 := ih (i + 1)
      rw [Nat.add_sub_cancel] at e1 ⊢
      push_cast at e1 ⊢
      linear_combination hT (i + 1) j + e1 + (b - a) * ih i - a * hT i j
        - c * h1 - c * h2
  exact ⟨fun i j => hL j i, fun i j => by linear_combination hT i j + hL j i⟩
```

## (d) A single column

Define $K_n(a,c)$ by $K_0=1$, $K_1=a$ and $K_{n+2}=a\,K_{n+1}+c\,(n+1)\,K_n$. For $a=P-A$ and $c=1/(2p)$ these are the overlaps $S(n,0)/S(0,0)$.

```lean
/-- The one-index table started at `1` and raised with centre shift `a` and coupling `c`. -/
def column (a c : ℝ) : ℕ → ℝ
  | 0 => 1
  | 1 => a
  | n + 2 => a * column a c (n + 1) + c * ((n : ℝ) + 1) * column a c n
```

Show that one formula holds at every order, including the lowest:

$$K_{n+1}=a\,K_n+c\,n\,K_{n-1}.$$

**Solution.** For $n=0$ the last term vanishes and the formula reads $K_1=a\,K_0=a$. For $n=m+1$ it is the defining relation for $K_{m+2}$. The proof makes the same two cases.

```lean
/-- The one-index table obeys the vertical recurrence at every order. -/
theorem column_succ (a c : ℝ) (n : ℕ) :
    column a c (n + 1) = a * column a c n + c * n * column a c (n - 1) := by
  cases n with
  | zero => simp [column]
  | succ n => simp [column]
```

## (e) A table filled by transfer

Take $K_i(a,c)$ as the column $j=0$ of a table $T$, and fill the other columns by $T(i,j+1)=T(i+1,j)+(b-a)\,T(i,j)$.

```lean
/-- The two-index table whose column `j = 0` is the one-index table and whose other columns
are filled by horizontal transfer with constant `b - a`. -/
def transferTable (a b c : ℝ) : ℕ → ℕ → ℝ
  | i, 0 => column a c i
  | i, j + 1 => transferTable a b c (i + 1) j + (b - a) * transferTable a b c i j
```

Show that for all real $a,b,c$ the table $T$ obeys

$$T(i+1,j)=a\,T(i,j)+c\,i\,T(i-1,j)+c\,j\,T(i,j-1),$$
$$T(i,j+1)=b\,T(i,j)+c\,i\,T(i-1,j)+c\,j\,T(i,j-1),$$

and that $T(0,0)=1$.

**Solution.** $T$ transfers by construction, and its first column obeys the recurrence in (d). Part (c) then gives both vertical recurrences, and $T(0,0)=K_0=1$. Tables of the kind in (b) therefore exist for every $a$, $b$ and common coupling $c$. The code passes the same two conditions to `vertical_of_transfer`.

For the overlap values of $a$, $b$ and $c$, the smallest entry with both indices raised is $S(1,1)/S(0,0)$, the overlap of two unnormalised p functions along the line relative to that of the two s functions. Transfer gives

$$T(1,1)=T(2,0)+(b-a)\,T(1,0)=(a^2+c)+(b-a)\,a=ab+c.$$

When the centres coincide, $a=b=0$ and $T(1,1)=c=1/(2p)$, the mean of $x^2$ in the normalised Gaussian proportional to $e^{-px^2}$.

```lean
/-- The table filled by horizontal transfer obeys both vertical recurrences with all three
couplings equal to `c`, and its lowest entry is `1`. -/
theorem transferTable_witness (a b c : ℝ) :
    IsVertical a b c c c (transferTable a b c) ∧ transferTable a b c 0 0 = 1 := by
  refine ⟨vertical_of_transfer ?_ ?_, ?_⟩
  · intro i j
    simp only [transferTable]
  · intro i
    simp only [transferTable]
    exact column_succ a c i
  · simp [transferTable, column]
```

## (f) Two independent coordinates

For independent Gaussian variables with means $a,b$ and variances $u,w$, the moments factorise into $Q(i,j)=K_i(a,u)\,K_j(b,w)$. Show that this product obeys the vertical recurrences with zero cross coupling:

$$Q(i+1,j)=a\,Q(i,j)+u\,i\,Q(i-1,j),\qquad Q(i,j+1)=b\,Q(i,j)+w\,j\,Q(i,j-1).$$

**Solution.** Multiply the formula of (d) for $K_{i+1}(a,u)$ by $K_j(b,w)$ to get the first equation. Multiply the formula for $K_{j+1}(b,w)$ by $K_i(a,u)$ to get the second. In the code, `column_succ` supplies the one-index formula and `ring` multiplies out.

```lean
/-- The product of two one-index tables obeys the vertical recurrences with vanishing cross
coupling. -/
theorem product_vertical (a b u w : ℝ) :
    IsVertical a b u 0 w (fun i j => column a u i * column b w j) := by
  constructor
  · intro i j
    simp only [column_succ]
    ring
  · intro i j
    simp only [column_succ]
    ring
```

## (g) Independent coordinates transfer only without spread

Show that $Q$ obeys the horizontal rule with constant $t$ if and only if

$$t=b-a,\qquad u=0,\qquad w=0.$$

**Solution.** By (f), $Q$ obeys the vertical recurrences with $v=0$, and $Q(0,0)=1$. Part (b) therefore applies, and its condition $u=v=w$ becomes $u=0=w$. The proof makes this substitution in both directions.

With $u=w=0$ the table is $Q(i,j)=a^ib^j$, the moments of two variables with sharp values. Any spread already shows at $(1,0)$ or $(0,1)$, where by (a) transfer with constant $b-a$ misses by $-u$ and by $w$.

```lean
/-- The product of two one-index tables obeys horizontal transfer with constant `t` only if
`t = b - a` and both couplings vanish, and in that case it does. -/
theorem product_transfers_iff (a b u w t : ℝ) :
    Transfers t (fun i j => column a u i * column b w j)
      ↔ t = b - a ∧ u = 0 ∧ w = 0 := by
  have h := transfers_iff (t := t) (product_vertical a b u w) (by simp [column])
  constructor
  · intro hT
    obtain ⟨h1, h2, h3⟩ := h.mp hT
    exact ⟨h1, h2, h3.symm⟩
  · rintro ⟨h1, h2, h3⟩
    exact h.mpr ⟨h1, h2, h3.symm⟩

end

end ObaraSaikaTransfer
```

```lean
#print axioms ObaraSaikaTransfer.transfers_iff
-- 'ObaraSaikaTransfer.transfers_iff' depends on axioms: [propext, Classical.choice, Quot.sound]
#print axioms ObaraSaikaTransfer.product_transfers_iff
-- 'ObaraSaikaTransfer.product_transfers_iff' depends on axioms: [propext, Classical.choice, Quot.sound]
```
